# Fock–Darwin states without radial nodes solve the fixed-phase equation with their exact energies

## Can a real equation with a non-negative potential give the term \(mB/2\)?

An electron of charge \(-1\) moves in the plane, with polar coordinates \(r,\theta\). I use units in which \(\hbar\), the electron's mass and the size of its charge are 1, with the speed of light absorbed into the field \(B\). In the symmetric gauge the vector potential \(A\) has only the angular component \(Br/2\), and the kinetic momentum is \(p+A\). There is also a harmonic trap \(w_0^2r^2/2\), and spin is left out. For an integer \(m\) I write the wavefunction as \(R(r)e^{im\theta}\) with a real amplitude \(R\).

Fixed-phase diffusion Monte Carlo tells me to keep the phase \(m\theta\) and solve a real equation for \(R\). The field then enters only through the potential \(\tfrac12(m/r+Br/2)^2\), which is never negative. Yet the known energies contain \(mB/2\), which is negative when \(mB<0\) and splits \(m\) from \(-m\). Does the real equation reproduce this exactly? And if my trial amplitude has the wrong width, will the local energy show it?

## The cross term in the square carries \(mB/2\), and a wrong width leaves an \(r^2\) term

Yes to both, for one electron with the phase \(m\theta\) and a trial amplitude \(r^{|m|}e^{-ar^2/2}\). Put

\[
W=\sqrt{w_0^2+B^2/4}.
\]

With \(a=W\) the amplitude solves the real equation at every \(r>0\), with energy

\[
E=(|m|+1)W+\frac{mB}{2}.
\]

There is no conflict with the non-negative potential. Since \(W\ge |B|/2\), we have \(E\ge W+|m|(W-|B|/2)\ge W\), so the negative term never outweighs the rest.

### From the complex Hamiltonian to a constant local energy

In polar coordinates the Hamiltonian is

\[
H=-\frac12\left(\partial_r^2+\frac1r\partial_r\right)+\frac12\left(-\frac ir\partial_\theta+\frac{Br}{2}\right)^2+\frac{w_0^2r^2}{2}.
\]

The angular kinetic momentum acts on the phase factor by multiplication:

\[
\left(-\frac ir\partial_\theta+\frac{Br}{2}\right)Re^{im\theta}=\left(\frac mr+\frac{Br}{2}\right)Re^{im\theta}.
\]

The result again has the phase \(m\theta\), so a second application gives the square of the factor. The radial derivatives act on \(R\) alone. Hence \(H(Re^{im\theta})=e^{im\theta}H_mR\), with the real operator

\[
H_mR=-\frac12\left(R''+\frac{R'}{r}\right)+\frac12\left[\left(\frac mr+\frac{Br}{2}\right)^2+w_0^2r^2\right]R.
\]

Now take \(R=r^ne^{-ar^2/2}\) with \(n=|m|\). Its derivatives satisfy

\[
\frac{R'}{R}=\frac nr-ar,\qquad
\frac{R''}{R}=\left(\frac nr-ar\right)^2-\frac n{r^2}-a.
\]

In the sum \(R''/R+R'/(rR)\) the terms \(\mp n/r^2\) cancel, which leaves

\[
-\frac12\left(\frac{R''}{R}+\frac{R'}{rR}\right)=-\frac{n^2}{2r^2}+(n+1)a-\frac{a^2r^2}{2}.
\]

The potential expands to

\[
\frac{m^2}{2r^2}+\frac{mB}{2}+\frac{B^2r^2}{8}+\frac{w_0^2r^2}{2}.
\]

Because \(n^2=m^2\), the centrifugal terms cancel as well, and the local energy is

\[
\frac{H_mR}{R}=(|m|+1)a+\frac{mB}{2}+\left(w_0^2+\frac{B^2}{4}-a^2\right)\frac{r^2}{2}.
\]

The choice \(a=W\) removes the last term and gives \(E\). Conversely, suppose that the local energy is constant. Its values at \(r=1\) and \(r=2\) differ by \(\tfrac32(w_0^2+B^2/4-a^2)\), so this must vanish, and for \(a>0\) that means \(a=W\).

In a fixed-phase diffusion Monte Carlo run on this non-interacting, one-electron model with \(W>0\), the guide amplitude with \(a=W\) therefore gives the same local energy \(E\) at every sampled point, up to rounding. Any other positive width leaves a spread that comes from the \(r^2\) term.

### What the Lean definitions and theorems say

`withPhase m R r θ` is the complex wavefunction \(R(r)e^{im\theta}\). The name `angularMomentum` differs from textbook use: it stands for the angular component of the kinetic momentum, \(-(i/r)\partial_\theta+Br/2\), and not for \(L_z\). `magneticH` is \(H\), with that component applied twice, and `fixedPhaseH` is \(H_m\). Both Hamiltonians are written with Lean's actual derivatives, so the link between them is a theorem and not a definition.

`radial m a` is the trial amplitude. Its exponent `m.natAbs` is \(|m|\) as a natural number, while the energies use the real number `|(m : ℝ)|`. `effFreq B w0` is \(W\), the trap frequency as stiffened by the field.

The theorems make these statements:

- `magneticH_withPhase` says that \(H(Re^{im\theta})=e^{im\theta}H_mR\) at a point \(r>0\). It assumes that \(R\) is differentiable at all positive radii and that its derivative is differentiable at \(r\).
- `fixedPhaseH_radial` gives the local energy for every real width \(a\), in the form \(H_mR=(\dots)R\) without a division by \(R\).
- `fixedPhase_fockDarwin` is the real eigenvalue equation with \(a=W\), and `magneticH_fockDarwin` is the corresponding equation for the complex wavefunction.
- `constant_localEnergy_iff` says that for \(a>0\) a single \(E\) serves all \(r>0\) exactly when \(a=W\). The condition on \(a\) keeps out \(a=-W\), which for \(W>0\) also gives a constant local energy, but with an amplitude that grows at large \(r\).

No sign is assumed for \(B\) or \(w_0\). If both are zero, then \(W=0\), and the eigenvalue equation holds for \(r^{|m|}\) with energy zero, though this function cannot be normalised. For \(W>0\) the normalised state is

\[
\sqrt{\frac{W^{|m|+1}}{\pi\,|m|!}}\;r^{|m|}e^{-Wr^2/2}e^{im\theta}.
\]

The code leaves out the prefactor, which does not affect the energy.

The full Fock–Darwin spectrum has energies \((2k+|m|+1)W+mB/2\), where \(k\) counts the radial nodes; the theorems concern \(k=0\). They are also pointwise equations at \(r>0\) for a Hamiltonian that is defined in polar form. The step from there to an eigenstate of the self-adjoint operator on the whole plane, origin included, is left to the reader. So is the claim that \(E\) is the lowest energy for the given \(m\).

```lean
import Mathlib

open Filter Topology

namespace FixedPhaseFockDarwin

noncomputable section

/-- The complex wavefunction `R(r) exp(i m θ)` with real amplitude `R` and phase `m θ`. -/
def withPhase (m : ℤ) (R : ℝ → ℝ) (r θ : ℝ) : ℂ :=
  (R r : ℂ) * Complex.exp ((m : ℂ) * (θ : ℂ) * Complex.I)

/-- The angular component `-(i/r) ∂/∂θ + B r/2` of the kinetic momentum `p + A` in the
symmetric gauge, for `r > 0`. -/
def angularMomentum (B : ℝ) (ψ : ℝ → ℝ → ℂ) (r θ : ℝ) : ℂ :=
  -Complex.I / (r : ℂ) * deriv (ψ r) θ + (B : ℂ) * (r : ℂ) / 2 * ψ r θ

/-- The Hamiltonian `(p + A)²/2 + w0² r²/2` of a planar electron in a magnetic field `B` and
a harmonic trap, in polar coordinates with `r > 0`. -/
def magneticH (B w0 : ℝ) (ψ : ℝ → ℝ → ℂ) (r θ : ℝ) : ℂ :=
  -(deriv (deriv (fun s => ψ s θ)) r + deriv (fun s => ψ s θ) r / (r : ℂ)) / 2
    + angularMomentum B (angularMomentum B ψ) r θ / 2
    + (w0 : ℂ) ^ 2 * (r : ℂ) ^ 2 / 2 * ψ r θ

/-- The fixed-phase Hamiltonian for the phase `m θ`, acting on real radial amplitudes at
`r > 0`. -/
def fixedPhaseH (B w0 : ℝ) (m : ℤ) (R : ℝ → ℝ) (r : ℝ) : ℝ :=
  -(deriv (deriv R) r + deriv R r / r) / 2
    + ((m / r + B * r / 2) ^ 2 + w0 ^ 2 * r ^ 2) / 2 * R r

/-- The trial amplitude `r^|m| exp(-a r²/2)` with width parameter `a`. -/
def radial (m : ℤ) (a r : ℝ) : ℝ :=
  r ^ m.natAbs * Real.exp (-(a * r ^ 2 / 2))

/-- The frequency `W = sqrt(w0² + B²/4)` of the trap stiffened by the magnetic field. -/
def effFreq (B w0 : ℝ) : ℝ := Real.sqrt (w0 ^ 2 + B ^ 2 / 4)

/-- On a wavefunction with phase `m θ`, the angular kinetic momentum multiplies the amplitude
by `m/r + B r/2`. -/
theorem angularMomentum_withPhase (B : ℝ) (m : ℤ) (R : ℝ → ℝ) :
    angularMomentum B (withPhase m R)
      = withPhase m (fun r => (m / r + B * r / 2) * R r) := by
  funext r θ
  have h0 : HasDerivAt (fun t : ℝ => (m : ℂ) * (t : ℂ) * Complex.I)
      ((m : ℂ) * Complex.I) θ :=
    (((hasDerivAt_id' θ).ofReal_comp.const_mul (m : ℂ)).mul_const Complex.I).congr_deriv
      (by simp)
  have h : HasDerivAt (withPhase m R r)
      ((R r : ℂ) * (Complex.exp ((m : ℂ) * (θ : ℂ) * Complex.I) * ((m : ℂ) * Complex.I))) θ :=
    h0.cexp.const_mul _
  simp only [angularMomentum]
  rw [h.deriv]
  simp only [withPhase]
  push_cast
  linear_combination (-((m : ℂ) * (R r : ℂ)
    * Complex.exp ((m : ℂ) * (θ : ℂ) * Complex.I) / (r : ℂ))) * Complex.I_sq

/-- For a twice differentiable real amplitude `R`, the magnetic Hamiltonian acts on
`R exp(i m θ)` as the fixed-phase Hamiltonian acts on `R`, with the phase carried along. -/
theorem magneticH_withPhase (B w0 : ℝ) (m : ℤ) {R : ℝ → ℝ} {r : ℝ} (hr : 0 < r) (θ : ℝ)
    (h1 : ∀ s, 0 < s → DifferentiableAt ℝ R s) (h2 : DifferentiableAt ℝ (deriv R) r) :
    magneticH B w0 (withPhase m R) r θ = withPhase m (fixedPhaseH B w0 m R) r θ := by
  -- radial derivatives act on the amplitude only
  have hd : ∀ (F : ℝ → ℝ) (s : ℝ), DifferentiableAt ℝ F s →
      HasDerivAt (fun x => withPhase m F x θ) (withPhase m (deriv F) s θ) s :=
    fun F s h => h.hasDerivAt.ofReal_comp.mul_const _
  have e : deriv (fun s => withPhase m R s θ) =ᶠ[𝓝 r]
      fun s => withPhase m (deriv R) s θ := by
    filter_upwards [Ioi_mem_nhds hr] with s hs
    exact (hd R s (h1 s hs)).deriv
  have e2 : deriv (deriv (fun s => withPhase m R s θ)) r
      = withPhase m (deriv (deriv R)) r θ := by
    rw [e.deriv_eq]
    exact (hd (deriv R) r h2).deriv
  simp only [magneticH]
  rw [e2, (hd R r (h1 r hr)).deriv, angularMomentum_withPhase, angularMomentum_withPhase]
  simp only [withPhase, fixedPhaseH]
  push_cast
  ring

/-- For `r > 0` the logarithmic derivative of the trial amplitude is `|m|/r - a r`. -/
theorem hasDerivAt_radial (m : ℤ) (a : ℝ) {r : ℝ} (hr : 0 < r) :
    HasDerivAt (radial m a) ((m.natAbs / r - a * r) * radial m a r) r := by
  have hp : HasDerivAt (fun x : ℝ => x ^ m.natAbs)
      ((m.natAbs : ℝ) * r ^ (m.natAbs - 1)) r := hasDerivAt_pow _ r
  have hg : HasDerivAt (fun x : ℝ => -(a * x ^ 2 / 2)) (-(a * r)) r := by
    have e : (fun x : ℝ => -(a * x ^ 2 / 2)) = fun x => -(a / 2) * (x * x) := by
      funext x
      ring
    rw [e]
    exact (((hasDerivAt_id' r).fun_mul (hasDerivAt_id' r)).const_mul (-(a / 2))).congr_deriv
      (by ring)
  have hn : (m.natAbs : ℝ) * r ^ (m.natAbs - 1) = m.natAbs / r * r ^ m.natAbs := by
    generalize m.natAbs = n
    cases n with
    | zero => simp
    | succ k =>
      rw [Nat.add_sub_cancel, pow_succ, div_mul_eq_mul_div, eq_div_iff hr.ne']
      ring
  refine (hp.fun_mul hg.exp).congr_deriv ?_
  simp only [radial]
  rw [hn]
  ring

/-- The second derivative of the trial amplitude at `r > 0`. -/
theorem hasDerivAt_deriv_radial (m : ℤ) (a : ℝ) {r : ℝ} (hr : 0 < r) :
    HasDerivAt (deriv (radial m a))
      (((m.natAbs / r - a * r) ^ 2 - m.natAbs / r ^ 2 - a) * radial m a r) r := by
  have h1 : HasDerivAt (fun x : ℝ => (m.natAbs : ℝ) / x - a * x)
      (-(m.natAbs / r ^ 2) - a) r := by
    simp only [div_eq_mul_inv]
    refine (((hasDerivAt_inv hr.ne').const_mul (m.natAbs : ℝ)).fun_sub
      ((hasDerivAt_id' r).const_mul a)).congr_deriv ?_
    ring
  have he : deriv (radial m a) =ᶠ[𝓝 r]
      fun x => ((m.natAbs : ℝ) / x - a * x) * radial m a x := by
    filter_upwards [Ioi_mem_nhds hr] with x hx
    exact (hasDerivAt_radial m a hx).deriv
  exact ((h1.fun_mul (hasDerivAt_radial m a hr)).congr_of_eventuallyEq he).congr_deriv
    (by ring)

/-- For any width `a`, the fixed-phase local energy of the trial amplitude at `r > 0` is
`(|m|+1) a + m B/2 + (w0² + B²/4 - a²) r²/2`. -/
theorem fixedPhaseH_radial (B w0 : ℝ) (m : ℤ) (a : ℝ) {r : ℝ} (hr : 0 < r) :
    fixedPhaseH B w0 m (radial m a) r
      = ((|(m : ℝ)| + 1) * a + m * B / 2 + (w0 ^ 2 + B ^ 2 / 4 - a ^ 2) * r ^ 2 / 2)
        * radial m a r := by
  have hn : (m.natAbs : ℝ) = |(m : ℝ)| := by rw [Nat.cast_natAbs, Int.cast_abs]
  have hs : |(m : ℝ)| ^ 2 = (m : ℝ) ^ 2 := sq_abs _
  have hq : r * r⁻¹ = 1 := mul_inv_cancel₀ hr.ne'
  simp only [fixedPhaseH]
  rw [(hasDerivAt_deriv_radial m a hr).deriv, (hasDerivAt_radial m a hr).deriv, hn]
  -- the centrifugal terms cancel because |m|² = m²
  linear_combination (-(radial m a r) / (2 * r ^ 2)) * hs
    + ((|(m : ℝ)| * a + a / 2 + m * B / 2) * radial m a r) * hq

/-- With the phase `m θ`, the amplitude `r^|m| exp(-W r²/2)` solves the fixed-phase equation
at every `r > 0` with the Fock-Darwin energy `(|m|+1) W + m B/2`. -/
theorem fixedPhase_fockDarwin (B w0 : ℝ) (m : ℤ) {r : ℝ} (hr : 0 < r) :
    fixedPhaseH B w0 m (radial m (effFreq B w0)) r
      = ((|(m : ℝ)| + 1) * effFreq B w0 + m * B / 2) * radial m (effFreq B w0) r := by
  have hW : effFreq B w0 ^ 2 = w0 ^ 2 + B ^ 2 / 4 := Real.sq_sqrt (by positivity)
  rw [fixedPhaseH_radial B w0 m _ hr, hW]
  ring

/-- The complex wavefunction `r^|m| exp(-W r²/2) exp(i m θ)` satisfies the eigenvalue equation
of the full magnetic Hamiltonian at `r > 0`, with the same energy. -/
theorem magneticH_fockDarwin (B w0 : ℝ) (m : ℤ) {r : ℝ} (hr : 0 < r) (θ : ℝ) :
    magneticH B w0 (withPhase m (radial m (effFreq B w0))) r θ
      = (((|(m : ℝ)| + 1) * effFreq B w0 + m * B / 2 : ℝ) : ℂ)
        * withPhase m (radial m (effFreq B w0)) r θ := by
  rw [magneticH_withPhase B w0 m hr θ
    (fun s hs => (hasDerivAt_radial m _ hs).differentiableAt)
    (hasDerivAt_deriv_radial m _ hr).differentiableAt]
  simp only [withPhase]
  rw [fixedPhase_fockDarwin B w0 m hr, Complex.ofReal_mul]
  ring

/-- Zero-variance criterion: for a width `a > 0`, the fixed-phase local energy of the trial
amplitude is the same at all `r > 0` exactly when `a = W`. -/
theorem constant_localEnergy_iff (B w0 : ℝ) (m : ℤ) {a : ℝ} (ha : 0 < a) :
    (∃ E : ℝ, ∀ r, 0 < r → fixedPhaseH B w0 m (radial m a) r = E * radial m a r)
      ↔ a = effFreq B w0 := by
  constructor
  · rintro ⟨E, hE⟩
    have key : ∀ r : ℝ, 0 < r → (|(m : ℝ)| + 1) * a + m * B / 2
        + (w0 ^ 2 + B ^ 2 / 4 - a ^ 2) * r ^ 2 / 2 = E := by
      intro r hr
      have hpos : radial m a r ≠ 0 :=
        (mul_pos (pow_pos hr _) (Real.exp_pos _)).ne'
      have h := hE r hr
      rw [fixedPhaseH_radial B w0 m a hr] at h
      exact mul_right_cancel₀ hpos h
    -- comparing two radii removes the constant part
    have k1 := key 1 one_pos
    have k2 := key 2 two_pos
    have h : w0 ^ 2 + B ^ 2 / 4 = a ^ 2 := by linarith
    rw [effFreq, h, Real.sqrt_sq ha.le]
  · intro h
    refine ⟨(|(m : ℝ)| + 1) * effFreq B w0 + m * B / 2, fun r hr => ?_⟩
    rw [h]
    exact fixedPhase_fockDarwin B w0 m hr

end

end FixedPhaseFockDarwin
```

```lean
#print axioms FixedPhaseFockDarwin.fixedPhase_fockDarwin
#print axioms FixedPhaseFockDarwin.magneticH_fockDarwin
#print axioms FixedPhaseFockDarwin.constant_localEnergy_iff
```

```
'FixedPhaseFockDarwin.fixedPhase_fockDarwin' depends on axioms: [propext, Classical.choice, Quot.sound]
'FixedPhaseFockDarwin.magneticH_fockDarwin' depends on axioms: [propext, Classical.choice, Quot.sound]
'FixedPhaseFockDarwin.constant_localEnergy_iff' depends on axioms: [propext, Classical.choice, Quot.sound]
```

### How the lemmas reproduce the calculation

`angularMomentum_withPhase` differentiates the exponential in \(\theta\). The closing `linear_combination` uses `Complex.I_sq`, that is \(i^2=-1\), to turn \(-i\cdot im\) into \(m\). The lemma is an equality of functions of \(r\) and \(\theta\), and its right-hand side is again a `withPhase`. This is why `magneticH_withPhase` can rewrite with it twice and obtain the square. In the same proof, `hd` says that a radial derivative acts on the amplitude only, and `e2` is the corresponding statement for the second derivative.

`hasDerivAt_radial` gives \(R'=(n/r-ar)R\). Its step `hn` rewrites \(nr^{n-1}\) as \((n/r)r^n\) and treats \(n=0\) separately. `hasDerivAt_deriv_radial` applies the product rule to this formula and gives \(R''\). Both lemmas establish differentiability as well as the values, so `magneticH_fockDarwin` can use them to meet the assumptions of `magneticH_withPhase`.

`fixedPhaseH_radial` inserts the two derivatives. Its `linear_combination` uses `hs`, which is \(|m|^2=m^2\), to cancel the centrifugal terms, and `hq`, which is \(r\,r^{-1}=1\), to simplify products such as \((n/r)(ar)\). `fixedPhase_fockDarwin` then needs only \(W^2=w_0^2+B^2/4\), which holds because the number under the root is non-negative.

For the converse, `constant_localEnergy_iff` first cancels the amplitude, which is nonzero at \(r>0\). It then compares the radii 1 and 2, as above, and takes the square root with \(a>0\).

### Differentiating a formula that is known only for \(r>0\)

The second derivatives rest on one Mathlib device, written `=ᶠ[𝓝 r]`. It says that two functions agree at all points sufficiently near \(r\).

In Lean, `deriv (radial m a)` is a function on the whole real line, but the formula \((n/x-ax)R(x)\) for it has been proved only at \(x>0\). To differentiate once more at \(r\), equality at the single point \(r\) would not be enough: \(x^2\) and \(x\) agree at \(x=1\), where their slopes are 2 and 1. Agreement near the point is enough.

The line `filter_upwards [Ioi_mem_nhds hr]` supplies it. Since \(r>0\), the half-line \((0,\infty)\) contains a whole neighbourhood of \(r\), so it suffices to prove the equality at positive points. In `hasDerivAt_deriv_radial`, `congr_of_eventuallyEq` then carries the derivative of the formula over to `deriv (radial m a)`. In `magneticH_withPhase`, `e.deriv_eq` does the same for the complex wavefunction. A physicist takes this step silently when differentiating \(R'\) a second time.
